# Ball–cube intersection and the l = 0 shape function between face and edge distances

For 1 ≤ r ≤ √2, the part of the cube [−1,1]³ within distance r of its centre has volume

V(r) = (4π/3)r³ − 2π(r−1)²(2r+1),

and the fraction of directions in which the point at distance r lies in the cube is

σ(r) = 3/r − 2.

For 1 < r < √2, V′(r) = 4πr² σ(r). In full-potential multiple scattering, σ weights the spherical part of an integrand over a cell; here the cell is a single cube, and r stops at the edge distance √2.

## Caps, cones and the derivative

Write x = (x₀, x₁, x₂). The ball |x| < r leaves the cube through caps where xᵢ² > 1. Two such conditions would give |x|² > 2 ≥ r², so caps on different axes are disjoint. Slicing into discs of area π(r² − t²), the two caps on one axis have volume

2π ∫₁ʳ (r² − t²) dt = 2π[r²(r−1) − (r³−1)/3] = (2π/3)(r−1)²(2r+1).

Subtracting three such pairs from 4πr³/3 gives V(r).

For σ, sample x uniformly in the unit ball. Its direction leaves the cube along axis i when |x|² < r²xᵢ², which is a double cone. If this held for both i and j, addition would give 2|x|² < r²(xᵢ² + xⱼ²) ≤ 2|x|², a contradiction. At height t = |xᵢ| the squared radius of the cone is (r²−1)t² up to t = 1/r, then 1 − t² up to t = 1. Its volume is

2π[(r²−1)/(3r³) + (1 − 1/r) − (1 − 1/r³)/3] = (4π/3)(1 − 1/r).

Dividing by 4π/3 and removing three double cones leaves σ = 1 − 3(1 − 1/r) = 3/r − 2.

Finally, V = −(8π/3)r³ + 6πr² − 2π, so V′ = 12πr − 8πr² = 4πr²(3/r − 2).

For 0 ≤ r ≤ 1 no direction leaves the cube, and σ = 1.

## The cell and its shape function in Lean

Points are functions `Fin 3 → ℝ` with Lebesgue measure. Distance is defined through `radiusSq`, because the built-in norm on this type is the maximum norm.

```lean
import Mathlib

open MeasureTheory
open scoped Real

namespace CubeShapeFunction

noncomputable section

/-- Squared distance of a point from the cell centre. -/
def radiusSq (x : Fin 3 → ℝ) : ℝ := ∑ i, x i ^ 2

/-- The Euclidean ball of radius `r` about the cell centre. -/
def openBall (r : ℝ) : Set (Fin 3 → ℝ) := {x | radiusSq x < r ^ 2}

/-- The cubic cell `[-1,1]³`. -/
def cube : Set (Fin 3 → ℝ) := {x | ∀ i, |x i| ≤ 1}
```

V is `enclosedVolume`. σ is `shapeZero`, a ratio of volumes defined without reference to V. It is the plain angular average; the coefficient of a normalised Y₀₀ would be √(4π) times larger.

```lean
/-- Volume of the part of the cell within distance `r` of its centre. -/
def enclosedVolume (r : ℝ) : ℝ := volume.real (openBall r ∩ cube)

/-- The `l = 0` shape function: the fraction of directions, sampled uniformly in the unit ball,
in which the point at distance `r` lies in the cell. -/
def shapeZero (r : ℝ) : ℝ :=
  volume.real {x | x ∈ openBall 1 ∧ (r / Real.sqrt (radiusSq x)) • x ∈ cube} /
    volume.real (openBall 1)
```

## One volume formula for ball, caps and cones

`profile` gives the squared radius at height t: p + ct² up to a, then b² − t² up to b.

```lean
/-- Squared radius of a solid of revolution at height `t`: quadratic up to `a`, then a sphere of
radius `b`. -/
def profile (a b p c t : ℝ) : ℝ :=
  if t ≤ a then p + c * t ^ 2 else if t ≤ b then b ^ 2 - t ^ 2 else 0
```

The next lemmas separate one coordinate from the other two and bound the sum of two squares, as the disjointness arguments require.

```lean
lemma radiusSq_split (x : Fin 3 → ℝ) (i : Fin 3) : radiusSq x =
    |x i| ^ 2 + (x (i.succAbove 0) ^ 2 + x (i.succAbove 1) ^ 2) := by
  rw [radiusSq, Fin.sum_univ_succAbove _ i, Fin.sum_univ_two, sq_abs]

lemma pair_le (x : Fin 3 → ℝ) {i j : Fin 3} (h : i ≠ j) :
    x i ^ 2 + x j ^ 2 ≤ radiusSq x := by
  rw [← Finset.sum_pair (f := fun k => x k ^ 2) h]
  exact Finset.sum_le_sum_of_subset_of_nonneg (Finset.subset_univ _) fun _ _ _ => sq_nonneg _

lemma measurable_radiusSq : Measurable fun x : Fin 3 → ℝ => radiusSq x := by
  simp only [radiusSq, Fin.sum_univ_three]
  fun_prop
```

The disc area comes from Mathlib's ball in the complex plane. The two integrals then evaluate the profile piecewise.

```lean
/-- The set `y₀² + y₁² < s` in the plane has area `π s`, or zero when `s` is negative. -/
theorem disc_area (s : ℝ) :
    volume {y : Fin 2 → ℝ | y 0 ^ 2 + y 1 ^ 2 < s} = ENNReal.ofReal (π * s) := by
  have hm : MeasurableSet {y : Fin 2 → ℝ | y 0 ^ 2 + y 1 ^ 2 < s} :=
    measurableSet_lt (by fun_prop) (by fun_prop)
  have h : Complex.measurableEquivPi ⁻¹' {y : Fin 2 → ℝ | y 0 ^ 2 + y 1 ^ 2 < s} =
      Metric.ball (0 : ℂ) (Real.sqrt s) := by
    ext z
    rw [mem_ball_zero_iff, Real.lt_sqrt (norm_nonneg z), Complex.sq_norm, Complex.normSq_apply,
      ← pow_two, ← pow_two]
    rfl
  have hpi : (NNReal.pi : ENNReal) = ENNReal.ofReal π := by
    rw [← NNReal.coe_real_pi, ENNReal.ofReal_coe_nnreal]
  rw [← Complex.volume_preserving_equiv_pi.measure_preimage hm.nullMeasurableSet, h,
    Complex.volume_ball, hpi, ENNReal.ofReal_mul Real.pi_pos.le, mul_comm,
    ← ENNReal.ofReal_pow (Real.sqrt_nonneg s)]
  rcases le_total 0 s with hs | hs
  · rw [Real.sq_sqrt hs]
  · simp [Real.sqrt_eq_zero_of_nonpos hs, ENNReal.ofReal_of_nonpos hs]

lemma quad_integral {u v : ℝ} (huv : u ≤ v) (p c : ℝ) :
    ∫ t in Set.Ioc u v, π * (p + c * t ^ 2) =
      π * (p * (v - u) + c * (v ^ 3 - u ^ 3) / 3) := by
  rw [← intervalIntegral.integral_of_le huv, intervalIntegral.integral_const_mul,
    intervalIntegral.integral_add (Continuous.intervalIntegrable (by fun_prop) _ _)
      (Continuous.intervalIntegrable (by fun_prop) _ _),
    intervalIntegral.integral_const_mul, integral_pow, intervalIntegral.integral_const,
    smul_eq_mul]
  push_cast
  ring

lemma profile_integral {a b : ℝ} (ha : 0 ≤ a) (hab : a ≤ b) (p c : ℝ) :
    ∫ t, π * profile a b p c |t| =
      2 * π * (p * a + c * a ^ 3 / 3 + b ^ 2 * (b - a) - (b ^ 3 - a ^ 3) / 3) := by
  have h1 : ∫ t in Set.Ioi 0, π * profile a b p c t =
      ∫ t in Set.Ioc 0 b, π * profile a b p c t :=
    setIntegral_eq_of_subset_of_forall_sdiff_eq_zero measurableSet_Ioi
      Set.Ioc_subset_Ioi_self (by
        intro t ht
        have hb : b < t := by
          by_contra h
          exact ht.2 ⟨ht.1, not_lt.mp h⟩
        simp [profile, not_le.mpr hb, not_le.mpr (hab.trans_lt hb)])
  have e1 : Set.EqOn (fun t => π * (p + c * t ^ 2)) (fun t => π * profile a b p c t)
      (Set.Ioc 0 a) := fun t ht => by simp [profile, ht.2]
  have e2 : Set.EqOn (fun t => π * (b ^ 2 + (-1) * t ^ 2)) (fun t => π * profile a b p c t)
      (Set.Ioc a b) := fun t ht => by
    simp only [profile, if_neg (not_le.mpr ht.1), if_pos ht.2]
    ring
  have i1 := (Continuous.integrableOn_Ioc (μ := volume) (a := 0) (b := a)
    (f := fun t : ℝ => π * (p + c * t ^ 2)) (by fun_prop)).congr_fun e1 measurableSet_Ioc
  have i2 := (Continuous.integrableOn_Ioc (μ := volume) (a := a) (b := b)
    (f := fun t : ℝ => π * (b ^ 2 + (-1) * t ^ 2)) (by fun_prop)).congr_fun e2 measurableSet_Ioc
  rw [integral_comp_abs (f := fun t => π * profile a b p c t), h1,
    ← Set.Ioc_union_Ioc_eq_Ioc ha hab,
    setIntegral_union (Set.Ioc_disjoint_Ioc_of_le le_rfl) measurableSet_Ioc i1 i2,
    ← setIntegral_congr_fun measurableSet_Ioc e1, ← setIntegral_congr_fun measurableSet_Ioc e2,
    quad_integral ha, quad_integral hab]
  ring
```

Fubini's theorem along axis i turns the disc areas into a volume.

```lean
/-- Volume of a solid of revolution about the axis `i`, symmetric under reflection, whose squared
radius is the given profile. -/
theorem revolution_volume (K : Set (Fin 3 → ℝ)) (i : Fin 3) {a b p c : ℝ} (ha : 0 ≤ a)
    (hab : a ≤ b) (hp : ∀ t, 0 ≤ t → t ≤ a → 0 ≤ p + c * t ^ 2)
    (hK : ∀ x, x ∈ K ↔
      x (i.succAbove 0) ^ 2 + x (i.succAbove 1) ^ 2 < profile a b p c |x i|) :
    volume.real K =
      2 * π * (p * a + c * a ^ 3 / 3 + b ^ 2 * (b - a) - (b ^ 3 - a ^ 3) / 3) := by
  have hP : Measurable (fun t => profile a b p c t) :=
    Measurable.ite measurableSet_Iic (by fun_prop)
      (Measurable.ite measurableSet_Iic (by fun_prop) measurable_const)
  have hPa : Measurable (fun t : ℝ => profile a b p c |t|) := hP.comp continuous_abs.measurable
  have hT : MeasurableSet {q : ℝ × (Fin 2 → ℝ) |
      q.2 0 ^ 2 + q.2 1 ^ 2 < profile a b p c |q.1|} :=
    measurableSet_lt (by fun_prop) (hPa.comp measurable_fst)
  -- slice perpendicular to the axis
  have hv : volume K = ∫⁻ t, ENNReal.ofReal (π * profile a b p c |t|) := by
    have hKT : K = MeasurableEquiv.piFinSuccAbove (fun _ : Fin 3 => ℝ) i ⁻¹'
        {q : ℝ × (Fin 2 → ℝ) | q.2 0 ^ 2 + q.2 1 ^ 2 < profile a b p c |q.1|} := by
      ext x
      exact hK x
    rw [hKT, (volume_preserving_piFinSuccAbove (fun _ : Fin 3 => ℝ) i).measure_preimage
      hT.nullMeasurableSet, Measure.volume_eq_prod, Measure.prod_apply hT]
    exact lintegral_congr fun t => disc_area (profile a b p c |t|)
  have h0 : ∀ t : ℝ, 0 ≤ π * profile a b p c |t| := fun t => by
    refine mul_nonneg Real.pi_pos.le ?_
    unfold profile
    split_ifs with h1 h2
    · exact hp _ (abs_nonneg t) h1
    · exact sub_nonneg.mpr (pow_le_pow_left₀ (abs_nonneg t) h2 2)
    · exact le_rfl
  rw [measureReal_def, hv, ← integral_eq_lintegral_of_nonneg_ae (Filter.Eventually.of_forall h0)
    (hPa.const_mul π).aestronglyMeasurable, profile_integral ha hab]
```

The ball is the case a = b = R, p = R², c = −1.

```lean
/-- The ball of radius `R` has volume `4πR³/3`. -/
theorem ball_volume {R : ℝ} (hR : 0 ≤ R) : volume.real (openBall R) = 4 * π / 3 * R ^ 3 := by
  rw [revolution_volume (openBall R) 0 (a := R) (b := R) (p := R ^ 2) (c := -1) hR le_rfl
    (fun t h0 h => by nlinarith [pow_le_pow_left₀ h0 h 2])]
  · ring
  · intro x
    change radiusSq x < R ^ 2 ↔ _
    rw [radiusSq_split x 0]
    have n1 := sq_nonneg (x ((0 : Fin 3).succAbove 0))
    have n2 := sq_nonneg (x ((0 : Fin 3).succAbove 1))
    by_cases h : |x 0| ≤ R
    · rw [profile, if_pos h]
      constructor <;> intro h <;> linarith
    · have := pow_lt_pow_left₀ (not_le.mp h) hR two_ne_zero
      rw [profile, if_neg h, if_neg h]
      constructor <;> intro h <;> linarith
```

## Subtracting three disjoint parts

`volume_remove` performs the subtraction common to both results.

```lean
/-- Removing three disjoint parts of equal volume `k` from a ball lowers its volume by `3k`. -/
theorem volume_remove {R k : ℝ} (hR : 0 < R) (C : Set (Fin 3 → ℝ)) (K : Fin 3 → Set (Fin 3 → ℝ))
    (hm : ∀ i, MeasurableSet (K i)) (hd : ∀ i j, i ≠ j → Disjoint (K i) (K j))
    (hKB : ∀ i, K i ⊆ openBall R) (hC : ∀ x, x ∈ C ↔ x ∈ openBall R ∧ ∀ i, x ∉ K i)
    (hk : ∀ i, volume.real (K i) = k) : volume.real C = 4 * π / 3 * R ^ 3 - 3 * k := by
  have hB : volume (openBall R) ≠ ⊤ := fun h => by
    have h1 := ball_volume hR.le
    rw [measureReal_def, h, ENNReal.toReal_top] at h1
    have : 0 < 4 * π / 3 * R ^ 3 := by positivity
    linarith
  have fin : ∀ {s : Set (Fin 3 → ℝ)}, s ⊆ openBall R → volume s ≠ ⊤ :=
    fun h => measure_ne_top_of_subset h hB
  have s01 := Set.union_subset (hKB 0) (hKB 1)
  have h1 := measureReal_union (hd 0 1 (by decide)) (hm 1) (fin (hKB 0)) (fin (hKB 1))
  have h2 := measureReal_union (Set.disjoint_union_left.mpr
    ⟨hd 0 2 (by decide), hd 1 2 (by decide)⟩) (hm 2) (fin s01) (fin (hKB 2))
  have h3 := measureReal_union (μ := volume) (s₁ := C) (s₂ := K 0 ∪ K 1 ∪ K 2)
    (Set.disjoint_left.mpr fun x hx h => by
      have hn := ((hC x).mp hx).2
      rcases h with (h | h) | h
      exacts [hn 0 h, hn 1 h, hn 2 h])
    (((hm 0).union (hm 1)).union (hm 2)) (fin fun x hx => ((hC x).mp hx).1)
    (fin (Set.union_subset s01 (hKB 2)))
  have hU : C ∪ (K 0 ∪ K 1 ∪ K 2) = openBall R := by
    ext x
    have e : (∀ i, x ∉ K i) ↔ x ∉ K 0 ∧ x ∉ K 1 ∧ x ∉ K 2 :=
      ⟨fun h => ⟨h 0, h 1, h 2⟩, fun h i => by
        fin_cases i
        exacts [h.1, h.2.1, h.2.2]⟩
    have m0 := @hKB 0 x
    have m1 := @hKB 1 x
    have m2 := @hKB 2 x
    simp only [Set.mem_union, hC, e]
    tauto
  rw [hU, ball_volume hR.le] at h3
  linarith [hk 0, hk 1, hk 2]

lemma sq_le_two {r : ℝ} (h1 : 1 ≤ r) (h2 : r ≤ Real.sqrt 2) : r ^ 2 ≤ 2 := by
  have h := pow_le_pow_left₀ (by linarith) h2 2
  rwa [Real.sq_sqrt (by norm_num)] at h
```

For the caps, a = 1, b = r and p = c = 0. The `split_ifs` cases check the three height ranges.

```lean
/-- Between the face and edge distances, the cell volume within radius `r` is `4πr³/3 -
2π(r-1)²(2r+1)`. -/
theorem enclosedVolume_eq {r : ℝ} (h1 : 1 ≤ r) (h2 : r ≤ Real.sqrt 2) :
    enclosedVolume r = 4 * π / 3 * r ^ 3 - 2 * π * (r - 1) ^ 2 * (2 * r + 1) := by
  have hr2 := sq_le_two h1 h2
  rw [enclosedVolume, volume_remove (R := r) (by linarith) _
    (fun i => {x | radiusSq x < r ^ 2 ∧ 1 < x i ^ 2})
    (k := 2 * π * (0 * 1 + 0 * 1 ^ 3 / 3 + r ^ 2 * (r - 1) - (r ^ 3 - 1 ^ 3) / 3))
    (fun i => show MeasurableSet
        ({x : Fin 3 → ℝ | radiusSq x < r ^ 2} ∩ {x : Fin 3 → ℝ | 1 < x i ^ 2}) from
      (measurableSet_lt measurable_radiusSq measurable_const).inter
        (measurableSet_lt measurable_const
          (show Measurable fun x : Fin 3 → ℝ => x i ^ 2 by fun_prop)))
    (fun i j hij => Set.disjoint_left.mpr fun x hi hj => by
      linarith [pair_le x hij, hi.1, hi.2, hj.2])
    (fun i x hx => hx.1)]
  · ring
  · intro x
    refine and_congr_right fun hx => forall_congr' fun i => ?_
    rw [← sq_le_one_iff_abs_le_one]
    exact ⟨fun h k => not_lt_of_ge h k.2, fun h => not_lt.mp fun k => h ⟨hx, k⟩⟩
  · intro i
    refine revolution_volume _ i zero_le_one h1 (fun t _ _ => by simp) fun x => ?_
    change (radiusSq x < r ^ 2 ∧ 1 < x i ^ 2) ↔ _
    rw [radiusSq_split x i, ← sq_abs (x i)]
    have n1 := sq_nonneg (x (i.succAbove 0))
    have n2 := sq_nonneg (x (i.succAbove 1))
    unfold profile
    split_ifs with ha hb
    · have := pow_le_one₀ (n := 2) (abs_nonneg (x i)) ha
      exact ⟨fun h => by linarith [h.2], fun h => by exfalso; linarith⟩
    · have := one_lt_pow₀ (not_le.mp ha) two_ne_zero
      exact ⟨fun h => by linarith [h.1], fun h => ⟨by linarith, this⟩⟩
    · have := pow_lt_pow_left₀ (not_le.mp hb) (by linarith) two_ne_zero
      exact ⟨fun h => by linarith [h.1], fun h => by exfalso; linarith⟩
```

`direction_iff` rewrites the cube condition without the square root. At the origin, Lean's division by zero gives zero, and both sides hold.

```lean
lemma direction_iff (r : ℝ) (x : Fin 3 → ℝ) (i : Fin 3) :
    |((r / Real.sqrt (radiusSq x)) • x) i| ≤ 1 ↔ r ^ 2 * x i ^ 2 ≤ radiusSq x := by
  have hs : 0 ≤ radiusSq x := Finset.sum_nonneg fun _ _ => sq_nonneg _
  rw [Pi.smul_apply, smul_eq_mul, ← sq_le_one_iff_abs_le_one, mul_pow, div_pow, Real.sq_sqrt hs]
  rcases hs.eq_or_lt with h | h
  · have hx : x i ^ 2 = 0 := by
      have := radiusSq_split x i
      rw [sq_abs] at this
      nlinarith [sq_nonneg (x i), sq_nonneg (x (i.succAbove 0)), sq_nonneg (x (i.succAbove 1))]
    rw [hx, ← h]
    norm_num
  · rw [div_mul_eq_mul_div, div_le_one h]
```

For the cones, a = 1/r, b = 1, p = 0 and c = r² − 1.

```lean
/-- Between the face and edge distances, the `l = 0` shape function of the cube is `3/r - 2`. -/
theorem shapeZero_eq {r : ℝ} (h1 : 1 ≤ r) (h2 : r ≤ Real.sqrt 2) :
    shapeZero r = 3 / r - 2 := by
  have hr2 := sq_le_two h1 h2
  have hr : 0 < r := by linarith
  have e : r * r⁻¹ = 1 := mul_inv_cancel₀ hr.ne'
  -- remove the double cones of directions leaving through opposite faces
  rw [shapeZero, ball_volume zero_le_one, volume_remove (R := 1) one_pos _
    (fun i => {x | radiusSq x < 1 ^ 2 ∧ radiusSq x < r ^ 2 * x i ^ 2})
    (k := 4 * π / 3 * (1 - r⁻¹))
    (fun i => (measurableSet_lt measurable_radiusSq measurable_const).inter
      (measurableSet_lt measurable_radiusSq (by fun_prop)))
    (fun i j hij => Set.disjoint_left.mpr fun x hi hj => by
      have hs : 0 ≤ radiusSq x := Finset.sum_nonneg fun _ _ => sq_nonneg _
      nlinarith [hi.2, hj.2, mul_nonneg (sub_nonneg.mpr hr2) hs,
        mul_nonneg (sq_nonneg r) (sub_nonneg.mpr (pair_le x hij))])
    (fun i x hx => hx.1)]
  · rw [div_eq_iff (by positivity)]
    ring
  · intro x
    refine and_congr_right fun hx => forall_congr' fun i => ?_
    rw [direction_iff]
    exact ⟨fun h k => not_lt_of_ge h k.2, fun h => not_lt.mp fun k => h ⟨hx, k⟩⟩
  · intro i
    rw [revolution_volume _ i (a := r⁻¹) (b := 1) (p := 0) (c := r ^ 2 - 1)
      (by positivity) (inv_le_one_of_one_le₀ h1)
      (fun t _ _ => by nlinarith [mul_nonneg (show 0 ≤ r ^ 2 - 1 by nlinarith) (sq_nonneg t)])]
    · generalize r⁻¹ = q at e ⊢
      linear_combination (2 * π / 3 * q * (r * q + 1)) * e
    · intro x
      change (radiusSq x < 1 ^ 2 ∧ radiusSq x < r ^ 2 * x i ^ 2) ↔ _
      rw [radiusSq_split x i, ← sq_abs (x i)]
      have n1 := sq_nonneg (x (i.succAbove 0))
      have n2 := sq_nonneg (x (i.succAbove 1))
      unfold profile
      split_ifs with ha hb
      · have hm : r * |x i| ≤ 1 := by
          calc r * |x i| ≤ r * r⁻¹ := by gcongr
            _ = 1 := e
        have := pow_le_one₀ (n := 2) (by positivity) hm
        rw [mul_pow] at this
        exact ⟨fun h => by linarith [h.2], fun h => ⟨by linarith, by linarith⟩⟩
      · have hm : 1 < r * |x i| := by
          calc 1 = r * r⁻¹ := e.symm
            _ < r * |x i| := mul_lt_mul_of_pos_left (not_le.mp ha) hr
        have := one_lt_pow₀ hm two_ne_zero
        rw [mul_pow] at this
        exact ⟨fun h => by linarith [h.1], fun h => ⟨by linarith, by linarith⟩⟩
      · have := one_lt_pow₀ (not_le.mp hb) two_ne_zero
        exact ⟨fun h => by linarith [h.1], fun h => by exfalso; linarith⟩

/-- Up to the face distance, the `l = 0` shape function equals one. -/
theorem shapeZero_inside {r : ℝ} (h0 : 0 ≤ r) (h1 : r ≤ 1) : shapeZero r = 1 := by
  have h : {x | x ∈ openBall 1 ∧ (r / Real.sqrt (radiusSq x)) • x ∈ cube} = openBall 1 := by
    ext x
    refine ⟨fun h => h.1, fun h => ⟨h, fun i => (direction_iff r x i).mpr ?_⟩⟩
    have hs := radiusSq_split x i
    rw [sq_abs] at hs
    nlinarith [mul_le_mul_of_nonneg_right (pow_le_one₀ (n := 2) h0 h1) (sq_nonneg (x i)),
      sq_nonneg (x (i.succAbove 0)), sq_nonneg (x (i.succAbove 1))]
  rw [shapeZero, h, ball_volume zero_le_one]
  exact div_self (by positivity)
```

## The radial derivative

The formula for V holds throughout a neighbourhood of r when both inequalities are strict, so the derivative of the polynomial carries over to `enclosedVolume`.

```lean
/-- Strictly between the face and edge distances, the radial derivative of the enclosed cell
volume is the sphere's area times the `l = 0` shape function. -/
theorem hasDerivAt_enclosedVolume {r : ℝ} (h1 : 1 < r) (h2 : r < Real.sqrt 2) :
    HasDerivAt enclosedVolume (4 * π * r ^ 2 * shapeZero r) r := by
  have e : r * r⁻¹ = 1 := mul_inv_cancel₀ (by linarith)
  have h : 4 * π * r ^ 2 * (3 / r - 2) = 12 * π * r - 8 * π * r ^ 2 := by
    rw [div_eq_mul_inv]
    linear_combination (12 * π * r) * e
  have hg : HasDerivAt (fun s : ℝ => -(8 * π / 3) * s ^ 3 + 6 * π * s ^ 2 + -(2 * π))
      (12 * π * r - 8 * π * r ^ 2) r := by
    refine ((((hasDerivAt_pow 3 r).const_mul (-(8 * π / 3))).fun_add
      ((hasDerivAt_pow 2 r).const_mul (6 * π))).fun_add
      (hasDerivAt_const r (-(2 * π)))).congr_deriv ?_
    simp only [Nat.cast_ofNat, Nat.reduceSub, pow_one]
    ring
  rw [shapeZero_eq h1.le h2.le, h]
  refine hg.congr_of_eventuallyEq (Filter.eventually_of_mem (Ioo_mem_nhds h1 h2) fun s hs => ?_)
  rw [enclosedVolume_eq hs.1.le hs.2.le]
  ring

end

end CubeShapeFunction
```

```lean
#print axioms CubeShapeFunction.shapeZero_eq
-- 'CubeShapeFunction.shapeZero_eq' depends on axioms: [propext, Classical.choice, Quot.sound]
#print axioms CubeShapeFunction.shapeZero_inside
-- 'CubeShapeFunction.shapeZero_inside' depends on axioms: [propext, Classical.choice, Quot.sound]
#print axioms CubeShapeFunction.hasDerivAt_enclosedVolume
-- 'CubeShapeFunction.hasDerivAt_enclosedVolume' depends on axioms: [propext, Classical.choice, Quot.sound]
```

## Radial integration in a cell code

For a spherical function f, the shell between the face and edge distances contributes

∫ 4πr² f(r)(3/r − 2) dr, from r = 1 to r = √2,

to the cell integral. For a cube of edge A, r is measured in units of A/2, and the integral is multiplied by (A/2)³. The slope of σ jumps from 0 to −3 at r = 1, so a radial mesh is best divided there. A numerically generated l = 0 shape function can be compared with 3/r − 2 on this interval, once its normalisation is matched.
